# Orthonormal orbitals stay orthonormal, and their tr(CᵀFC) never rises, under projected gradient flow with fixed symmetric F

Take one real orbital (x, y) in a two-level system with level energies 1 and −1, and let it relax towards lower energy. Write s = x² + y² for its squared norm and ε = x² − y², which is its energy when s = 1. The projected gradient flow is

x' = −x + xε,  y' = y + yε.

Differentiating s and ε gives

s' = 2ε(s − 1),
ε' = −2s + 2ε².

If s starts at 1, it stays there. The second equation then reads ε' = −2(1 − ε²) ≤ 0, so the energy cannot rise. Starting from (1, 1)/√2, the solution has ε = −tanh 2t and approaches the lower level.

## The flow for several orbitals

Let F be a real symmetric n × n matrix, and let the columns of the n × k matrix C(t) be the orbitals. Define

M = CᵀFC,  S = CᵀC,  R = FC − CM,

where R is the orbital residual. Suppose that C' = −R for all t ≥ 0 and S(0) = 1, the identity matrix. Then S(t) = 1 for all t ≥ 0, and tr M is non-increasing.

## Where a code meets this flow

Direct minimisation and imaginary-time propagation can move orbitals along −R. The result applies to non-interacting electrons, or to an inner loop with a frozen Fock matrix, in a finite orthonormal basis where F and C are real. In such a run, started from orthonormal orbitals, drift in CᵀC or a rise in tr(CᵀFC) comes from the time step, round-off or the implementation, not from the flow.

## Overlap first, then energy

Since F is symmetric, so is M, and

CᵀR = M − SM,  RᵀC = M − MS.

The product rule therefore gives

S' = −RᵀC − CᵀR = M(S − 1) + (S − 1)M.

Put E = S − 1 and let f = Σᵢⱼ Eᵢⱼ². Then E' = ME + EM and

f' = Σᵢⱼₗ 2Eᵢⱼ(MᵢₗEₗⱼ + EᵢₗMₗⱼ).

Every squared entry of E is at most f, and |ab| ≤ (a² + b²)/2, so each product of two entries is at most f in magnitude. Hence

f' ≤ κf,  κ = Σᵢⱼₗ 2(|Mᵢₗ| + |Mₗⱼ|).

The curve C is differentiable, so M is continuous and κ has an upper bound K on any interval [0, T]. There

(e^(−Kt) f)' = e^(−Kt)(f' − Kf) ≤ 0.

Since f(0) = 0 and f ≥ 0, it follows that f(T) = 0. As T was arbitrary, S = 1 throughout.

Now CᵀR = 0 and RᵀC = 0, which gives

RᵀR = RᵀFC − RᵀCM = RᵀFC.

By symmetry of F, tr(CᵀFR) = tr(RᵀFC), so

(tr M)' = −tr(RᵀFC) − tr(CᵀFR) = −2 tr(RᵀR) ≤ 0.

The last trace is the sum of the squared entries of R. A non-positive derivative on [0, ∞) makes tr M non-increasing.

## The same argument in Lean

`HasMatrixDeriv.mul` is the product rule, and `fock_deriv` applies it to M. In `overlap_deriv`, `simp only` expands the products and `abel` collects them into the equation for S'.

`entry_sq_le` and `defect_growth` give the bound f' ≤ κf; `nlinarith` obtains the estimate for |ab| from the squares of a + b and a − b. `defect_eq_zero` takes K from compactness of [0, T] and shows that the damped sum e^(−Kt) f is non-increasing.

In `energy_deriv`, the steps `hCR`, `hRR` and `hTr` are the orthogonality of R to the orbitals, the formula for RᵀR and the equality of the two traces. `orthonormal_and_energy_antitone` applies the defect lemma to S − 1 and then uses the sign of the energy derivative.

`twoLevelOrbital_witness` differentiates the opening example's explicit solution and confirms that it satisfies all the hypotheses.

```lean
import Mathlib

open Matrix Set

namespace OrbitalGradientFlow

noncomputable section

variable {m n k : Type*}

/-- The matrix curve `A` has derivative `A'` at time `t`, entry by entry, within the
times `s ≥ 0`. -/
def HasMatrixDeriv (A : ℝ → Matrix m n ℝ) (A' : Matrix m n ℝ) (t : ℝ) : Prop :=
  ∀ i j, HasDerivWithinAt (fun s => A s i j) (A' i j) (Ici 0) t

variable [Fintype n]

/-- The product rule for matrix curves, with the order of the factors kept. -/
theorem HasMatrixDeriv.mul {A : ℝ → Matrix m n ℝ} {B : ℝ → Matrix n k ℝ}
    {A' : Matrix m n ℝ} {B' : Matrix n k ℝ} {t : ℝ}
    (hA : HasMatrixDeriv A A' t) (hB : HasMatrixDeriv B B' t) :
    HasMatrixDeriv (fun s => A s * B s) (A' * B t + A t * B') t := by
  intro i j
  have h : HasDerivWithinAt (fun s => ∑ l, A s i l * B s l j)
      (∑ l, (A' i l * B t l j + A t i l * B' l j)) (Ici 0) t :=
    HasDerivWithinAt.fun_sum fun l _ => (hA i l).mul (hB l j)
  simp only [Matrix.mul_apply, Matrix.add_apply, ← Finset.sum_add_distrib]
  exact h

/-- The derivative of the orbital-space Fock matrix `Cᵀ F C` at fixed `F`. -/
theorem fock_deriv (F : Matrix n n ℝ) {C : ℝ → Matrix n k ℝ} {C' : Matrix n k ℝ} {t : ℝ}
    (hC : HasMatrixDeriv C C' t) :
    HasMatrixDeriv (fun s => (C s)ᵀ * F * C s) (C'ᵀ * F * C t + (C t)ᵀ * F * C') t := by
  have hT : HasMatrixDeriv (fun s => (C s)ᵀ) C'ᵀ t := fun i j => hC j i
  have hF : HasMatrixDeriv (fun _ => F) 0 t := fun i j => hasDerivWithinAt_const _ _ _
  have h := (hT.mul hF).mul hC
  simpa only [Matrix.mul_zero, add_zero] using h

variable [Fintype k]

/-- The orbital residual `F C - C (Cᵀ F C)`. -/
def residual (F : Matrix n n ℝ) (C : Matrix n k ℝ) : Matrix n k ℝ :=
  F * C - C * (Cᵀ * F * C)

/-- The orbital energy `tr (Cᵀ F C)`. -/
def energy (F : Matrix n n ℝ) (C : Matrix n k ℝ) : ℝ := trace (Cᵀ * F * C)

/-- The projected gradient flow: at all times `t ≥ 0` the orbitals move against their
residual. -/
def IsProjectedFlow (F : Matrix n n ℝ) (C : ℝ → Matrix n k ℝ) : Prop :=
  ∀ t, 0 ≤ t → HasMatrixDeriv C (-residual F (C t)) t

/-- For symmetric `F`, the overlap `S = Cᵀ C` along the flow obeys
`S' = M (S - 1) + (S - 1) M` with `M = Cᵀ F C`. -/
theorem overlap_deriv [DecidableEq k] {F : Matrix n n ℝ} {C : ℝ → Matrix n k ℝ}
    (hF : F.IsSymm) (hC : IsProjectedFlow F C) {t : ℝ} (ht : 0 ≤ t) :
    HasMatrixDeriv (fun s => (C s)ᵀ * C s)
      ((C t)ᵀ * F * C t * ((C t)ᵀ * C t - 1) + ((C t)ᵀ * C t - 1) * ((C t)ᵀ * F * C t)) t := by
  have e : (-residual F (C t))ᵀ * C t + (C t)ᵀ * (-residual F (C t)) =
      (C t)ᵀ * F * C t * ((C t)ᵀ * C t - 1) + ((C t)ᵀ * C t - 1) * ((C t)ᵀ * F * C t) := by
    simp only [residual, transpose_neg, transpose_sub, transpose_mul, transpose_transpose,
      hF.eq, Matrix.neg_mul, Matrix.mul_neg, Matrix.sub_mul, Matrix.mul_sub,
      Matrix.mul_assoc, Matrix.mul_one, Matrix.one_mul]
    abel
  have hT : HasMatrixDeriv (fun s => (C s)ᵀ) (-residual F (C t))ᵀ t :=
    fun i j => hC t ht j i
  rw [← e]
  exact hT.mul (hC t ht)

/-- The square of a matrix entry is at most the sum of the squares of all entries. -/
theorem entry_sq_le (E : Matrix k k ℝ) (i j : k) : E i j ^ 2 ≤ ∑ a, ∑ b, E a b ^ 2 :=
  (Finset.single_le_sum (f := fun b => E i b ^ 2) (fun _ _ => sq_nonneg _)
    (Finset.mem_univ j)).trans
  (Finset.single_le_sum (f := fun a => ∑ b, E a b ^ 2)
    (fun _ _ => Finset.sum_nonneg fun _ _ => sq_nonneg _) (Finset.mem_univ i))

/-- For square matrices `M` and `E`, the sum over all entries of `2 E i j (M E + E M) i j` is at
most the sum of squared entries of `E` times a factor set by the absolute values of the entries of
`M`. -/
theorem defect_growth (M E : Matrix k k ℝ) :
    ∑ i, ∑ j, 2 * E i j * (M * E + E * M) i j ≤
      (∑ i, ∑ j, ∑ l, 2 * (|M i l| + |M l j|)) * ∑ i, ∑ j, E i j ^ 2 := by
  have hb := entry_sq_le E
  obtain ⟨f, hf⟩ : ∃ f, f = ∑ i, ∑ j, E i j ^ 2 := ⟨_, rfl⟩
  rw [← hf] at hb ⊢
  have hp : ∀ a b x : ℝ, a ^ 2 ≤ f → b ^ 2 ≤ f → 2 * a * (x * b) ≤ 2 * |x| * f := by
    intro a b x ha hb
    have h : |a * b| ≤ f :=
      abs_le.2 ⟨by nlinarith [sq_nonneg (a + b)], by nlinarith [sq_nonneg (a - b)]⟩
    have h1 := le_abs_self (x * (a * b))
    rw [abs_mul] at h1
    have h2 := mul_le_mul_of_nonneg_left h (abs_nonneg x)
    linarith
  simp only [Matrix.add_apply, Matrix.mul_apply, ← Finset.sum_add_distrib,
    Finset.mul_sum, Finset.sum_mul]
  refine Finset.sum_le_sum fun i _ => Finset.sum_le_sum fun j _ =>
    Finset.sum_le_sum fun l _ => ?_
  have h1 := hp (E i j) (E l j) (M i l) (hb i j) (hb l j)
  have h2 := hp (E i j) (E i l) (M l j) (hb i j) (hb i l)
  linarith

/-- If `E' = M E + E M` for `t ≥ 0` with continuous `M` and `E` vanishes at time zero,
then `E` vanishes at all later times. -/
theorem defect_eq_zero {M E : ℝ → Matrix k k ℝ}
    (hM : ∀ i j, ContinuousOn (fun s => M s i j) (Ici 0))
    (hE : ∀ t, 0 ≤ t → HasMatrixDeriv E (M t * E t + E t * M t) t)
    (h0 : E 0 = 0) {T : ℝ} (hT : 0 ≤ T) : E T = 0 := by
  have hc : ContinuousOn (fun t => ∑ i, ∑ j, ∑ l, 2 * (|M t i l| + |M t l j|)) (Icc 0 T) :=
    continuousOn_finsetSum _ fun i _ => continuousOn_finsetSum _ fun j _ =>
      continuousOn_finsetSum _ fun l _ => continuousOn_const.mul
        (((hM i l).mono Icc_subset_Ici_self).abs.add ((hM l j).mono Icc_subset_Ici_self).abs)
  obtain ⟨K, hK⟩ := isCompact_Icc.exists_bound_of_continuousOn hc
  have hf : ∀ t, 0 ≤ t → HasDerivWithinAt (fun s => ∑ i, ∑ j, E s i j ^ 2)
      (∑ i, ∑ j, 2 * E t i j * (M t * E t + E t * M t) i j) (Ici 0) t := by
    intro t ht
    have h : ∀ i j, HasDerivWithinAt (fun s => E s i j ^ 2)
        (2 * E t i j * (M t * E t + E t * M t) i j) (Ici 0) t := by
      intro i j
      refine ((hE t ht i j).fun_pow 2).congr_deriv ?_
      simp only [Nat.cast_ofNat, Nat.reduceSub, pow_one]
    exact HasDerivWithinAt.fun_sum fun i _ => HasDerivWithinAt.fun_sum fun j _ => h i j
  -- Grönwall: the defect damped by exp (-K t) cannot grow
  have hg : ∀ t, 0 ≤ t → HasDerivWithinAt
      (fun s => Real.exp (-K * s) * ∑ i, ∑ j, E s i j ^ 2)
      (Real.exp (-K * t) * -K * (∑ i, ∑ j, E t i j ^ 2) + Real.exp (-K * t) *
        ∑ i, ∑ j, 2 * E t i j * (M t * E t + E t * M t) i j) (Ici 0) t := by
    intro t ht
    have h1 := (hasDerivAt_id' t).const_mul (-K)
    rw [mul_one] at h1
    exact h1.exp.hasDerivWithinAt.mul (hf t ht)
  have anti := antitoneOn_of_hasDerivWithinAt_nonpos (convex_Icc 0 T)
    (fun t ht => (hg t ht.1).continuousWithinAt.mono Icc_subset_Ici_self)
    (fun t ht => (hg t (interior_subset ht).1).mono
      (interior_subset.trans Icc_subset_Ici_self))
    (fun t ht => by
      have h2 := (Real.le_norm_self _).trans (hK t (interior_subset ht))
      have hn : 0 ≤ ∑ i, ∑ j, E t i j ^ 2 := by positivity
      have h3 := (defect_growth (M t) (E t)).trans (mul_le_mul_of_nonneg_right h2 hn)
      nlinarith [mul_nonneg (Real.exp_pos (-K * t)).le (sub_nonneg.2 h3)])
  have h : Real.exp (-K * T) * (∑ i, ∑ j, E T i j ^ 2) ≤
      Real.exp (-K * 0) * ∑ i, ∑ j, E 0 i j ^ 2 :=
    anti (left_mem_Icc.2 hT) (right_mem_Icc.2 hT) hT
  have hz : ∑ i, ∑ j, E 0 i j ^ 2 = 0 := by simp [h0]
  simp only [hz, mul_zero] at h
  have hfT : ∑ i, ∑ j, E T i j ^ 2 ≤ 0 := by
    by_contra hn
    exact absurd h (not_le_of_gt (mul_pos (Real.exp_pos _) (not_le.1 hn)))
  ext i j
  have hij := le_antisymm ((entry_sq_le (E T) i j).trans hfT) (sq_nonneg _)
  simpa using hij

/-- For symmetric `F` and orthonormal orbitals at time `t ≥ 0`, the energy along the flow
has derivative `-2 tr (Rᵀ R)`, where `R` is the residual. -/
theorem energy_deriv [DecidableEq k] {F : Matrix n n ℝ} {C : ℝ → Matrix n k ℝ}
    (hF : F.IsSymm) (hC : IsProjectedFlow F C) {t : ℝ} (ht : 0 ≤ t)
    (hS : (C t)ᵀ * C t = 1) :
    HasDerivWithinAt (fun s => energy F (C s))
      (-2 * trace ((residual F (C t))ᵀ * residual F (C t))) (Ici 0) t := by
  have h := fock_deriv F (hC t ht)
  have hs : HasDerivWithinAt (fun s => energy F (C s))
      (trace ((-residual F (C t))ᵀ * F * C t + (C t)ᵀ * F * (-residual F (C t))))
      (Ici 0) t := by
    simp only [energy, Matrix.trace, Matrix.diag_apply]
    exact HasDerivWithinAt.fun_sum fun i _ => h i i
  -- the residual is orthogonal to the orbitals
  have hCR : (C t)ᵀ * residual F (C t) = 0 := by
    rw [residual, Matrix.mul_sub, ← Matrix.mul_assoc (C t)ᵀ F,
      ← Matrix.mul_assoc (C t)ᵀ (C t), hS, Matrix.one_mul, sub_self]
  have hRC : (residual F (C t))ᵀ * C t = 0 := by
    have h1 := congrArg transpose hCR
    simpa only [transpose_mul, transpose_transpose, transpose_zero] using h1
  have hRR : (residual F (C t))ᵀ * residual F (C t) = (residual F (C t))ᵀ * F * C t := by
    calc (residual F (C t))ᵀ * residual F (C t)
        = (residual F (C t))ᵀ * (F * C t - C t * ((C t)ᵀ * F * C t)) := rfl
      _ = (residual F (C t))ᵀ * F * C t
          - (residual F (C t))ᵀ * C t * ((C t)ᵀ * F * C t) := by
        simp only [Matrix.mul_sub, Matrix.mul_assoc]
      _ = _ := by rw [hRC, Matrix.zero_mul, sub_zero]
  have hTr : trace ((C t)ᵀ * F * residual F (C t)) =
      trace ((residual F (C t))ᵀ * F * C t) := by
    rw [← trace_transpose ((C t)ᵀ * F * residual F (C t))]
    simp only [transpose_mul, transpose_transpose, hF.eq, Matrix.mul_assoc]
  refine hs.congr_deriv ?_
  simp only [transpose_neg, Matrix.neg_mul, Matrix.mul_neg, trace_add, trace_neg, hTr, hRR]
  ring

/-- For symmetric `F` and orbitals orthonormal at time zero, the projected gradient flow
keeps them orthonormal at all `t ≥ 0`, and the energy never increases. -/
theorem orthonormal_and_energy_antitone [DecidableEq k] {F : Matrix n n ℝ}
    {C : ℝ → Matrix n k ℝ} (hF : F.IsSymm) (hC : IsProjectedFlow F C)
    (h0 : (C 0)ᵀ * C 0 = 1) :
    (∀ t, 0 ≤ t → (C t)ᵀ * C t = 1) ∧ AntitoneOn (fun t => energy F (C t)) (Ici 0) := by
  have hS : ∀ t, 0 ≤ t → (C t)ᵀ * C t = 1 := fun t ht => sub_eq_zero.1 <|
    defect_eq_zero (M := fun s => (C s)ᵀ * F * C s) (E := fun s => (C s)ᵀ * C s - 1)
      (fun i j s hs => (fock_deriv F (hC s hs) i j).continuousWithinAt)
      (fun s hs i j => (overlap_deriv hF hC hs i j).sub_const _)
      (sub_eq_zero.2 h0) ht
  refine ⟨hS, antitoneOn_of_hasDerivWithinAt_nonpos (convex_Ici 0)
    (fun t ht => (energy_deriv hF hC ht (hS t ht)).continuousWithinAt)
    (fun t ht => (energy_deriv hF hC (interior_subset ht)
      (hS t (interior_subset ht))).mono interior_subset) (fun t _ => ?_)⟩
  have hn : 0 ≤ trace ((residual F (C t))ᵀ * residual F (C t)) := by
    simp only [Matrix.trace, Matrix.diag_apply, Matrix.mul_apply, Matrix.transpose_apply]
    exact Finset.sum_nonneg fun _ _ => Finset.sum_nonneg fun _ _ => mul_self_nonneg _
  linarith

/-- The normalised two-level orbital with components proportional to `exp (-t)` and
`exp t`. -/
def twoLevelOrbital (t : ℝ) : Matrix (Fin 2) (Fin 1) ℝ :=
  !![Real.exp (-t) / √(Real.exp (-t) ^ 2 + Real.exp t ^ 2);
     Real.exp t / √(Real.exp (-t) ^ 2 + Real.exp t ^ 2)]

/-- The two-level orbital follows the projected flow of the symmetric matrix
`F = diag (1, -1)` and is normalised at time zero. -/
theorem twoLevelOrbital_witness :
    (!![1, 0; 0, -1] : Matrix (Fin 2) (Fin 2) ℝ).IsSymm ∧
    IsProjectedFlow !![1, 0; 0, -1] twoLevelOrbital ∧
    (twoLevelOrbital 0)ᵀ * twoLevelOrbital 0 = 1 := by
  have key : ∀ x y : ℝ, residual !![1, 0; 0, -1] !![x; y] =
      !![x - x * (x ^ 2 - y ^ 2); -y - y * (x ^ 2 - y ^ 2)] := by
    intro x y
    -- the orbital-space Fock matrix is the single number x² - y²
    have hM : (!![x; y])ᵀ * (!![1, 0; 0, -1] : Matrix (Fin 2) (Fin 2) ℝ) * !![x; y] =
        !![x ^ 2 - y ^ 2] := by
      ext i j
      fin_cases i
      fin_cases j
      simp only [Matrix.mul_apply, Matrix.transpose_apply, Fin.sum_univ_two]
      simp
      ring
    refine (congrArg (fun M : Matrix (Fin 1) (Fin 1) ℝ =>
      (!![1, 0; 0, -1] : Matrix (Fin 2) (Fin 2) ℝ) * !![x; y] - !![x; y] * M) hM).trans ?_
    ext i j
    fin_cases i <;> fin_cases j <;>
      simp only [Matrix.sub_apply, Matrix.mul_apply] <;> simp [Fin.sum_univ_succ]
  have unit : ∀ x y : ℝ, x ^ 2 + y ^ 2 = 1 → (!![x; y])ᵀ * !![x; y] = 1 := by
    intro x y h
    ext i j
    fin_cases i
    fin_cases j
    simp [Matrix.mul_apply, Fin.sum_univ_succ]
    linarith
  have pos : ∀ t : ℝ, 0 < Real.exp (-t) ^ 2 + Real.exp t ^ 2 := fun t => by positivity
  refine ⟨?_, ?_, ?_⟩
  · ext i j
    fin_cases i <;> fin_cases j <;> simp
  · intro t _ i j
    have hu : HasDerivAt (fun s => Real.exp (-s)) (-Real.exp (-t)) t := by
      simpa using (hasDerivAt_id' t).fun_neg.exp
    have hv := Real.hasDerivAt_exp t
    have hN0 := (Real.sqrt_pos.2 (pos t)).ne'
    have hN : HasDerivAt (fun s => √(Real.exp (-s) ^ 2 + Real.exp s ^ 2))
        ((Real.exp t ^ 2 - Real.exp (-t) ^ 2) / √(Real.exp (-t) ^ 2 + Real.exp t ^ 2)) t := by
      refine (((hu.fun_pow 2).fun_add (hv.fun_pow 2)).sqrt (pos t).ne').congr_deriv ?_
      rw [div_eq_div_iff (mul_ne_zero two_ne_zero hN0) hN0]
      simp only [Nat.cast_ofNat, Nat.reduceSub, pow_one]
      ring
    have hx := hu.fun_div hN hN0
    have hy := hv.fun_div hN hN0
    rw [show residual !![1, 0; 0, -1] (twoLevelOrbital t) = _ from key _ _]
    generalize hr : √(Real.exp (-t) ^ 2 + Real.exp t ^ 2) = r at hx hy hN0 ⊢
    fin_cases i <;> fin_cases j
    · refine hx.hasDerivWithinAt.congr_deriv ?_
      change _ = -(Real.exp (-t) / r -
        Real.exp (-t) / r * ((Real.exp (-t) / r) ^ 2 - (Real.exp t / r) ^ 2))
      field_simp
      ring
    · refine hy.hasDerivWithinAt.congr_deriv ?_
      change _ = -(-(Real.exp t / r) -
        Real.exp t / r * ((Real.exp (-t) / r) ^ 2 - (Real.exp t / r) ^ 2))
      field_simp
      ring
  · refine unit _ _ ?_
    rw [div_pow, div_pow, Real.sq_sqrt (pos 0).le, ← add_div, div_self (pos 0).ne']

end

end OrbitalGradientFlow
```

```lean
#print axioms OrbitalGradientFlow.orthonormal_and_energy_antitone
```

```
'OrbitalGradientFlow.orthonormal_and_energy_antitone' depends on axioms: [propext, Classical.choice, Quot.sound]
```

## Exact in continuous time, for a given trajectory

The main theorem, `orthonormal_and_energy_antitone`, takes three hypotheses: `F.IsSymm`, the flow equation `IsProjectedFlow F C`, and orthonormality at time zero. Its conclusion is orthonormality at every t ≥ 0 together with `AntitoneOn` for the energy on `Ici 0`, the interval [0, ∞).

The types `n` and `k` label basis functions and orbitals; they are finite index sets, not the numbers n and k used above. `HasMatrixDeriv` differentiates each entry within [0, ∞), so the derivative at t = 0 is one-sided. The function `energy` is tr(CᵀFC), with each orbital counted once. It is not the Hartree–Fock total energy, and F does not respond to the orbitals.

The trajectory is assumed, not constructed, and nothing is said about convergence to the lowest levels. In the opening example, the upper level (1, 0) has zero residual and stays where it is.

The step from this model to a running program is time discretisation. An explicit Euler step of size h from orthonormal orbitals gives

(C − hR)ᵀ(C − hR) = 1 + h²RᵀR,

so orthonormality is lost at second order in h unless R = 0. A code can restore it by orthonormalising the orbitals again after the step. The flow need not repair such errors: in the two-level equations, a deviation of s from 1 grows while ε > 0.
